# Deepening a continuous potential never lowers the s-wave phase

Take a particle of mass \(m\) and wave number \(k>0\) in a purely attractive potential \(V\), with reduced form \(U=2mV/\hbar^2\le 0\). Its s-wave phase \(d(r)\), accumulated between the origin and radius \(r\), starts at \(d(0)=0\) and obeys

\[
d'(r)=-\frac{U(r)}{k}\,\sin^2\bigl(kr+d(r)\bigr).
\]

The right-hand side is never negative, so \(d\) never falls below zero, the phase of a free particle. Comparing two general potentials takes more work: once their phases differ, the two sine factors can differ as well, and the sign of the difference in rates is no longer obvious. The parts below bound that difference from above and deduce the order of the phases, for potentials that are continuous on \([0,R]\).

## The phase equation and its two definitions

The equation comes from the radial equation \(u''=(U-k^2)u\). Define the total phase \(\theta=kr+d\) by \(u=A\sin\theta\) and \(u'=kA\cos\theta\), where the amplitude \(A\) depends on \(r\). Away from zeros of \(u\), differentiate \(k\cot\theta=u'/u\):

\[
-\frac{k\theta'}{\sin^2\theta}=\frac{u''}{u}-\Bigl(\frac{u'}{u}\Bigr)^2=U-k^2-k^2\cot^2\theta=U-\frac{k^2}{\sin^2\theta}.
\]

Hence \(\theta'=k-(U/k)\sin^2\theta\), which is the phase equation. At a zero of \(u\), the same calculation with \(\tan\theta=ku/u'\) gives the same result.

The Lean file starts from the phase equation itself.

```lean
import Mathlib

open Set Filter Topology

namespace PhaseComparison

noncomputable section
```

`phaseRate k U r δ` is its right-hand side at radius \(r\) and phase \(\delta\).

```lean
/-- Right-hand side of the s-wave variable-phase equation at radius `r` and phase `δ`,
for wave number `k ≠ 0` and reduced potential `U`. -/
def phaseRate (k : ℝ) (U : ℝ → ℝ) (r δ : ℝ) : ℝ :=
  -(U r / k) * Real.sin (k * r + δ) ^ 2
```

`IsPhaseFunction k U R d` says that \(d\) solves the equation on \([0,R]\). The derivative is taken within the interval, hence one-sided at the ends when \(R>0\). Existence of a solution is assumed wherever this predicate appears as a hypothesis.

```lean
/-- The function `d` solves the variable-phase equation on `[0, R]`, with one-sided
derivatives at the end points. -/
def IsPhaseFunction (k : ℝ) (U : ℝ → ℝ) (R : ℝ) (d : ℝ → ℝ) : Prop :=
  ∀ r ∈ Icc 0 R, HasDerivWithinAt d (phaseRate k U r (d r)) (Icc 0 R) r
```

## (a) How fast a squared sine can change

**Task.** Show that for all real \(a,b\)

\[
|\sin^2a-\sin^2b|\le|a-b|.
\]

**Solution.** The addition formulas give

\[
\sin(a+b)\sin(a-b)=\sin^2a\cos^2b-\cos^2a\sin^2b=\sin^2a-\sin^2b.
\]

The first factor is at most 1 in modulus. For the second, put \(x=a-b\) and use \(\cos x\ge1-x^2/2\):

\[
\sin^2x=2(1-\cos x)-(1-\cos x)^2\le2(1-\cos x)\le x^2.
\]

So \(|\sin x|\le|x|\), and the product has the required bound. In the code, `hfac` is the factorisation and `hsq` the bound on \(\sin^2x\).

```lean
/-- The squared sine changes by no more than its argument does. -/
theorem abs_sin_sq_sub_le (a b : ℝ) :
    |Real.sin a ^ 2 - Real.sin b ^ 2| ≤ |a - b| := by
  have hfac : Real.sin a ^ 2 - Real.sin b ^ 2 = Real.sin (a + b) * Real.sin (a - b) := by
    rw [Real.sin_add, Real.sin_sub]
    linear_combination (-Real.sin a ^ 2) * Real.cos_sq' b + Real.sin b ^ 2 * Real.cos_sq' a
  have hsq : Real.sin (a - b) ^ 2 ≤ (a - b) ^ 2 := by
    nlinarith [Real.sin_sq_add_cos_sq (a - b), Real.one_sub_sq_div_two_le_cos (x := a - b),
      sq_nonneg (1 - Real.cos (a - b))]
  rw [hfac, abs_mul]
  calc |Real.sin (a + b)| * |Real.sin (a - b)| ≤ 1 * |a - b| :=
        mul_le_mul (Real.abs_sin_le_one _) (sq_le_sq.mp hsq) (abs_nonneg _) zero_le_one
    _ = |a - b| := one_mul _
```

## (b) The difference between two phase rates

**Task.** At a fixed radius \(r\), let \(U_1\le U_2\) and \(|U_1|\le M\). Write \(f_i(\delta)\) for the phase rate in \(U_i\). Show that

\[
f_2(\delta_2)-f_1(\delta_1)\le\frac Mk\,|\delta_2-\delta_1|.
\]

**Solution.** Add and subtract \((U_1/k)\sin^2(kr+\delta_2)\):

\[
f_2(\delta_2)-f_1(\delta_1)=\frac{U_1}{k}\bigl[\sin^2(kr+\delta_1)-\sin^2(kr+\delta_2)\bigr]-\frac{U_2-U_1}{k}\sin^2(kr+\delta_2).
\]

The last term, including its sign, is at most zero. Part (a) bounds the bracket by \(|\delta_2-\delta_1|\), and \(|U_1|\le M\) does the rest. Only \(U_1\) needs a bound, because the excess \(U_2-U_1\) can only lower the left-hand side. Here `h1` supplies the sign of the last term and `h2` the estimate of the first.

```lean
/-- At a radius where `U₁ ≤ U₂` and `|U₁| ≤ M`, the phase rate for `U₂` exceeds that for `U₁`
by at most `M / k` times the distance between the two phases. -/
theorem phaseRate_sub_le {k M r : ℝ} {U₁ U₂ : ℝ → ℝ} (hk : 0 < k)
    (hU : U₁ r ≤ U₂ r) (hM : |U₁ r| ≤ M) (δ₁ δ₂ : ℝ) :
    phaseRate k U₂ r δ₂ - phaseRate k U₁ r δ₁ ≤ M / k * |δ₂ - δ₁| := by
  have h1 : 0 ≤ (U₂ r - U₁ r) / k * Real.sin (k * r + δ₂) ^ 2 :=
    mul_nonneg (div_nonneg (sub_nonneg.2 hU) hk.le) (sq_nonneg _)
  have hs : |Real.sin (k * r + δ₁) ^ 2 - Real.sin (k * r + δ₂) ^ 2| ≤ |δ₂ - δ₁| := by
    have h := abs_sin_sq_sub_le (k * r + δ₁) (k * r + δ₂)
    rwa [add_sub_add_left_eq_sub, abs_sub_comm δ₁ δ₂] at h
  have h2 : U₁ r * (Real.sin (k * r + δ₁) ^ 2 - Real.sin (k * r + δ₂) ^ 2)
      ≤ M * |δ₂ - δ₁| := by
    refine (le_abs_self _).trans ?_
    rw [abs_mul]
    exact mul_le_mul hM hs (abs_nonneg _) ((abs_nonneg _).trans hM)
  have h3 := (div_le_div_iff_of_pos_right hk).2 h2
  calc phaseRate k U₂ r δ₂ - phaseRate k U₁ r δ₁
      = U₁ r * (Real.sin (k * r + δ₁) ^ 2 - Real.sin (k * r + δ₂) ^ 2) / k
        - (U₂ r - U₁ r) / k * Real.sin (k * r + δ₂) ^ 2 := by unfold phaseRate; ring
    _ ≤ M * |δ₂ - δ₁| / k := by linarith
    _ = M / k * |δ₂ - δ₁| := by ring
```

## (c) Ordered potentials, ordered phases

**Task.** Let \(U_1\le U_2\) on \([0,R]\), with \(U_1\) continuous there, and let \(d_1,d_2\) be corresponding phase functions with \(d_1(0)\ge d_2(0)\). Show that

\[
d_1(r)\ge d_2(r)\qquad\text{for every } r\in[0,R].
\]

**Solution.** A continuous function on a closed bounded interval is bounded, so \(|U_1|\le M\) for some \(M\). Let \(g=d_2-d_1\), so that \(g(0)\le0\). For \(\varepsilon>0\) set up the barrier

\[
B(r)=\varepsilon e^{(M/k+1)r}.
\]

Initially \(g(0)\le0<B(0)\). Wherever \(g\) touches the barrier at some \(x<R\), we have \(g(x)=B(x)>0\), and part (b) gives

\[
g'(x)\le\frac Mk B(x)<\Bigl(\frac Mk+1\Bigr)B(x)=B'(x).
\]

If \(g\) exceeded \(B\) somewhere, there would be a last earlier point of contact, after which \(g>B\). There the right derivative of \(g-B\) would be at least zero, which contradicts the strict inequality. Thus \(g(r)\le\varepsilon e^{(M/k+1)r}\) for every \(\varepsilon>0\), and \(\varepsilon\to0\) gives \(g(r)\le0\).

Mathlib's `image_le_of_deriv_right_lt_deriv_boundary` carries out the barrier argument. Its five goals are continuity of the gap, its right derivative, the initial inequality, the derivative of the barrier, and the strict inequality at contact. The limit becomes a contradiction: if \(g(r)>0\), choose \(\varepsilon\) so that the barrier at \(r\) is \(g(r)/2\).

In the statement, `hc` is continuity of \(U_1\), `hU` the ordering of the potentials and `h0` that of the initial phases. The regular solutions, with \(d_1(0)=d_2(0)=0\), satisfy `h0` with equality. If both potentials vanish beyond \(R\), then \(d_1(R)\) and \(d_2(R)\) are the scattering phase shifts. A finite square well ending at \(R\) qualifies, whereas a Coulomb singularity at the origin in \(U_1\) does not.

For a single particle in a fixed, local, central potential of this kind, the result gives a check on a numerical phase integration: s-wave phases computed for ordered potentials at the same \(k\), both starting from zero at the origin, should not violate the order in (c) by more than the integration error.

```lean
/-- Phase comparison: if `U₁` is continuous on `[0, R]`, `U₁ ≤ U₂` there, and the phase for `U₁`
starts no lower than the phase for `U₂`, then it is no lower at any radius in `[0, R]`. -/
theorem phase_comparison {k R : ℝ} {U₁ U₂ d₁ d₂ : ℝ → ℝ} (hk : 0 < k)
    (hc : ContinuousOn U₁ (Icc 0 R)) (hU : ∀ r ∈ Icc 0 R, U₁ r ≤ U₂ r)
    (h₁ : IsPhaseFunction k U₁ R d₁) (h₂ : IsPhaseFunction k U₂ R d₂)
    (h0 : d₂ 0 ≤ d₁ 0) : ∀ r ∈ Icc 0 R, d₂ r ≤ d₁ r := by
  intro r hr
  obtain ⟨M, hM⟩ := isCompact_Icc.exists_bound_of_continuousOn hc
  -- the gap stays below every small growing exponential
  have key : ∀ ε > 0, d₂ r - d₁ r ≤ ε * Real.exp ((M / k + 1) * r) := by
    intro ε hε
    refine image_le_of_deriv_right_lt_deriv_boundary (f := fun x => d₂ x - d₁ x)
      (f' := fun x => phaseRate k U₂ x (d₂ x) - phaseRate k U₁ x (d₁ x))
      (B := fun x => ε * Real.exp ((M / k + 1) * x))
      (B' := fun x => ε * (Real.exp ((M / k + 1) * x) * (M / k + 1))) ?_ ?_ ?_ ?_ ?_ hr
    · exact fun x hx => (h₂ x hx).continuousWithinAt.sub (h₁ x hx).continuousWithinAt
    · intro x hx
      have hx' := Ico_subset_Icc_self hx
      exact ((h₂ x hx').sub (h₁ x hx')).mono_of_mem_nhdsWithin (Icc_mem_nhdsGE_of_mem hx)
    · show d₂ 0 - d₁ 0 ≤ ε * Real.exp ((M / k + 1) * 0)
      linarith [mul_pos hε (Real.exp_pos ((M / k + 1) * 0))]
    · intro x
      exact ((((hasDerivAt_id' x).const_mul (M / k + 1)).exp).const_mul ε).congr_deriv
        (by ring)
    · intro x hx hxe
      have hx' := Ico_subset_Icc_self hx
      have he : d₂ x - d₁ x = ε * Real.exp ((M / k + 1) * x) := hxe
      have hpos := mul_pos hε (Real.exp_pos ((M / k + 1) * x))
      have gap := phaseRate_sub_le hk (hU x hx') (hM x hx') (d₁ x) (d₂ x)
      rw [he, abs_of_pos hpos] at gap
      calc phaseRate k U₂ x (d₂ x) - phaseRate k U₁ x (d₁ x)
          < M / k * (ε * Real.exp ((M / k + 1) * x)) + ε * Real.exp ((M / k + 1) * x) := by
            linarith
        _ = ε * (Real.exp ((M / k + 1) * x) * (M / k + 1)) := by ring
  by_contra hcon
  have hw : 0 < d₂ r - d₁ r := sub_pos.2 (not_le.1 hcon)
  have hE := Real.exp_pos ((M / k + 1) * r)
  have h := key ((d₂ r - d₁ r) / 2 / Real.exp ((M / k + 1) * r)) (div_pos (half_pos hw) hE)
  rw [div_mul_cancel₀ _ hE.ne'] at h
  linarith
```

## (d) The initial phase determines the rest

**Task.** Let \(d_1,d_2\) be phase functions for the same continuous potential \(U\), with \(d_1(0)=d_2(0)\). Show that

\[
d_1(r)=d_2(r)\qquad\text{for every } r\in[0,R].
\]

**Solution.** Apply part (c) with both potentials equal to \(U\). This gives \(d_1\ge d_2\); exchanging the two functions gives \(d_2\ge d_1\). The Lean proof joins these inequalities with `le_antisymm`.

```lean
/-- For a continuous potential, the initial phase determines the phase function
on `[0, R]`. -/
theorem phase_unique {k R : ℝ} {U d₁ d₂ : ℝ → ℝ} (hk : 0 < k)
    (hc : ContinuousOn U (Icc 0 R)) (h₁ : IsPhaseFunction k U R d₁)
    (h₂ : IsPhaseFunction k U R d₂) (h0 : d₁ 0 = d₂ 0) : ∀ r ∈ Icc 0 R, d₁ r = d₂ r :=
  fun r hr => le_antisymm
    (phase_comparison hk hc (fun _ _ => le_rfl) h₂ h₁ h0.le r hr)
    (phase_comparison hk hc (fun _ _ => le_rfl) h₁ h₂ h0.ge r hr)
```

## (e) For continuous potentials, strict inequality at one radius is enough

**Task.** In the setting of (c), let \(U_2\) be continuous too, and let \(U_1(s)<U_2(s)\) at one radius \(s>0\). Show that

\[
d_1(r)>d_2(r)\qquad\text{whenever } s<r\le R.
\]

**Solution.** Let \(w=d_1-d_2\), which is nonnegative by (c). Part (b) gives \(w'\ge-(M/k)w\) in the interior, so

\[
\bigl(w\,e^{Mx/k}\bigr)'=\Bigl(w'+\frac Mk w\Bigr)e^{Mx/k}\ge0.
\]

Suppose \(w(r)=0\). The weighted gap is nonnegative, does not decrease and ends at zero, so \(d_1=d_2\) on all of \([0,r]\).

By continuity \(U_1<U_2\) in a neighbourhood of \(s\). The phases agree there, hence so do their derivatives, and subtracting the two phase equations gives

\[
\frac{U_2(x)-U_1(x)}{k}\sin^2\bigl(kx+d_1(x)\bigr)=0.
\]

So \(\sin(kx+d_1(x))\) vanishes throughout a neighbourhood of \(s\), and its derivative at \(s\) is zero:

\[
\cos\bigl(ks+d_1(s)\bigr)\,\bigl(k+d_1'(s)\bigr)=0.
\]

But where the sine vanishes, the cosine is \(\pm1\) and the phase equation gives \(d_1'(s)=0\). This leaves \(\pm k=0\), a contradiction. In terms of the wave function, \(u\) would have to vanish on a whole interval.

The code follows the same order: `mono` is the monotone weighted gap, `heq` the equality of phases on \([0,r]\), and `hsin` the vanishing sine. The two values for its derivative at \(s\), `hD` and `hZ`, then clash.

```lean
/-- Strict comparison: let both potentials be continuous on `[0, R]` with `U₁ ≤ U₂` there, and let
the phase for `U₁` start no lower than the phase for `U₂`. If `U₁ s < U₂ s` at one radius `s > 0`,
then the phase for `U₁` is strictly larger at every later radius up to `R`. -/
theorem phase_comparison_strict {k R s r : ℝ} {U₁ U₂ d₁ d₂ : ℝ → ℝ} (hk : 0 < k)
    (hc₁ : ContinuousOn U₁ (Icc 0 R)) (hc₂ : ContinuousOn U₂ (Icc 0 R))
    (hU : ∀ r ∈ Icc 0 R, U₁ r ≤ U₂ r)
    (h₁ : IsPhaseFunction k U₁ R d₁) (h₂ : IsPhaseFunction k U₂ R d₂)
    (h0 : d₂ 0 ≤ d₁ 0) (hs : 0 < s) (hsr : s < r) (hr : r ≤ R) (hlt : U₁ s < U₂ s) :
    d₂ r < d₁ r := by
  by_contra hcon
  have hle := phase_comparison hk hc₁ hU h₁ h₂ h0
  obtain ⟨M, hM⟩ := isCompact_Icc.exists_bound_of_continuousOn hc₁
  have hder : ∀ {U d : ℝ → ℝ}, IsPhaseFunction k U R d → ∀ x ∈ Ioo 0 R,
      HasDerivAt d (phaseRate k U x (d x)) x :=
    fun h x hx => (h x (Ioo_subset_Icc_self hx)).hasDerivAt (Icc_mem_nhds hx.1 hx.2)
  -- the exponentially weighted gap never decreases
  have mono : MonotoneOn (fun x => (d₁ x - d₂ x) * Real.exp (M / k * x)) (Icc 0 R) := by
    have hd := fun x (hx : x ∈ Ioo 0 R) => ((hder h₁ x hx).fun_sub (hder h₂ x hx)).fun_mul
      ((hasDerivAt_id' x).const_mul (M / k)).exp
    refine monotoneOn_of_deriv_nonneg (convex_Icc 0 R) ?_ ?_ ?_
    · exact ContinuousOn.mul (fun x hx => (h₁ x hx).continuousWithinAt.sub
        (h₂ x hx).continuousWithinAt) (by fun_prop)
    · rw [interior_Icc]
      exact fun x hx => (hd x hx).differentiableAt.differentiableWithinAt
    · rw [interior_Icc]
      intro x hx
      have hx' := Ioo_subset_Icc_self hx
      have gap := phaseRate_sub_le hk (hU x hx') (hM x hx') (d₁ x) (d₂ x)
      rw [abs_sub_comm, abs_of_nonneg (sub_nonneg.2 (hle x hx'))] at gap
      rw [(hd x hx).deriv]
      have hp : 0 ≤ (phaseRate k U₁ x (d₁ x) - phaseRate k U₂ x (d₂ x)
          + M / k * (d₁ x - d₂ x)) * Real.exp (M / k * x) :=
        mul_nonneg (by linarith) (Real.exp_pos _).le
      exact hp.trans_eq (by ring)
  -- equality at `r` therefore forces equality at all smaller radii
  have heq : ∀ x ∈ Icc 0 r, d₁ x = d₂ x := by
    intro x hx
    have hxR : x ∈ Icc 0 R := ⟨hx.1, hx.2.trans hr⟩
    have hrR : r ∈ Icc 0 R := ⟨hx.1.trans hx.2, hr⟩
    have m : (d₁ x - d₂ x) * Real.exp (M / k * x) ≤ (d₁ r - d₂ r) * Real.exp (M / k * r) :=
      mono hxR hrR hx.2
    have hz : d₁ r - d₂ r = 0 := by linarith [hle r hrR, not_lt.1 hcon]
    rw [hz, zero_mul] at m
    refine le_antisymm ?_ (hle x hxR)
    by_contra h
    linarith [mul_pos (sub_pos.2 (not_le.1 h)) (Real.exp_pos (M / k * x))]
  have hsR : s ∈ Ioo 0 R := ⟨hs, hsr.trans_le hr⟩
  have hN := Icc_mem_nhds hsR.1 hsR.2
  have hev : ∀ᶠ x in 𝓝 s, U₁ x < U₂ x :=
    (hc₁.continuousAt hN).eventually_lt (hc₂.continuousAt hN) hlt
  -- equal phases in different potentials require a node throughout a neighbourhood of `s`
  have hsin : ∀ᶠ x in 𝓝 s, Real.sin (k * x + d₁ x) = 0 := by
    filter_upwards [hev, Ioo_mem_nhds hs hsr] with x hxU hx
    have hxR : x ∈ Ioo 0 R := ⟨hx.1, hx.2.trans_le hr⟩
    have hee : d₁ =ᶠ[𝓝 x] d₂ := by
      filter_upwards [Icc_mem_nhds hx.1 hx.2] with y hy using heq y hy
    have e := (hder h₁ x hxR).unique ((hder h₂ x hxR).congr_of_eventuallyEq hee)
    rw [← heq x (Ioo_subset_Icc_self hx)] at e
    unfold phaseRate at e
    have e' : (U₂ x - U₁ x) / k * Real.sin (k * x + d₁ x) ^ 2 = 0 := by
      linear_combination e
    rcases mul_eq_zero.1 e' with h | h
    · exact absurd h (div_pos (sub_pos.2 hxU) hk).ne'
    · exact (pow_eq_zero_iff two_ne_zero).1 h
  -- but at a node the total phase advances at the rate `k`
  have hD := (((hasDerivAt_id' s).const_mul k).fun_add (hder h₁ s hsR)).sin
  have hZ : HasDerivAt (fun x => Real.sin (k * x + d₁ x)) 0 s :=
    (hasDerivAt_const s (0 : ℝ)).congr_of_eventuallyEq hsin
  have e := hD.unique hZ
  have s0 : Real.sin (k * s + d₁ s) = 0 := hsin.self_of_nhds
  have r0 : phaseRate k U₁ s (d₁ s) = 0 := by simp [phaseRate, s0]
  rw [r0] at e
  have hsc := Real.sin_sq_add_cos_sq (k * s + d₁ s)
  rcases mul_eq_zero.1 e with h | h
  · rw [s0, h] at hsc
    norm_num at hsc
  · linarith
```

## (f) An explicit pair of phases

**Task.** Check that the zero phase solves the equation for \(U=0\), and that for the constant potential \(U=k^2\) a solution is

\[
d(r)=\arctan(kr)-kr.
\]

**Solution.** For \(U=0\) both sides vanish. For \(U=k^2\) the energy equals the height of the potential, so \(u''=0\) and the regular solution is \(u=r\). Then \(\tan(kr+d)=ku/u'=kr\), which suggests the formula. To verify it, use \(\sin^2(\arctan x)=x^2/(1+x^2)\):

\[
d'(r)=\frac{k}{1+k^2r^2}-k=-k\,\frac{k^2r^2}{1+k^2r^2}=-\frac{k^2}{k}\sin^2\bigl(kr+d(r)\bigr).
\]

Both phases start at zero, and the repulsive one is negative for \(r>0\), as (e) requires. Lean differentiates the formula, rewrites the sine with `Real.sin_arctan` and finishes with the same algebra.

```lean
/-- The zero phase solves the phase equation without potential, and `arctan (k r) - k r`
solves it for the constant reduced potential `k ^ 2`. -/
theorem phase_witness {k : ℝ} (hk : 0 < k) (R : ℝ) :
    IsPhaseFunction k (fun _ => 0) R (fun _ => 0) ∧
    IsPhaseFunction k (fun _ => k ^ 2) R (fun r => Real.arctan (k * r) - k * r) := by
  constructor
  · intro r _
    exact (hasDerivWithinAt_const r (Icc 0 R) (0 : ℝ)).congr_deriv (by simp [phaseRate])
  · intro r _
    have hl := (hasDerivAt_id' r).const_mul k
    refine ((hl.arctan.fun_sub hl).congr_deriv ?_).hasDerivWithinAt
    have hp : 0 < 1 + (k * r) ^ 2 := by positivity
    have hk' := hk.ne'
    have hp' := hp.ne'
    unfold phaseRate
    rw [add_sub_cancel, Real.sin_arctan, div_pow, Real.sq_sqrt hp.le]
    field_simp
    ring

end

end PhaseComparison
```

```lean
#print axioms PhaseComparison.phase_unique
#print axioms PhaseComparison.phase_comparison_strict
```

```
'PhaseComparison.phase_unique' depends on axioms: [propext, Classical.choice, Quot.sound]
'PhaseComparison.phase_comparison_strict' depends on axioms: [propext, Classical.choice, Quot.sound]
```
